# Filling the spin orbitals with the largest values of a one-electron quantity maximises its total at fixed electron number in a shell

The theorem concerns `n` electrons in a single `l` shell, where a configuration is a set of `n` distinct spin orbitals, each labelled by an integer `m_l` from `-l` to `l` and one of two spin values. A one-electron quantity `f` gives each spin orbital a rational value, and the total for a configuration is the plain sum over its occupied orbitals, with no interaction terms. Let `A` be one such `n`-electron configuration. If some threshold `t` satisfies `f ≥ t` on every orbital occupied in `A` and `f ≤ t` on every empty orbital of the shell, then the total for `A` is the greatest among all `n`-electron configurations of that shell, though other configurations may equal it. The proof compares `A` with an arbitrary configuration `S`: the orbitals they share contribute equally, and those only in `S` are as many as those only in `A`, the former contributing at most `t` each and the latter at least `t`.

In Lean, a first try:

```lean
import Mathlib

open Finset

namespace FillingIsGreatest

/-- The spin orbitals `(m_l, spin)` of an `l` shell, with `-l ≤ m_l ≤ l`. -/
noncomputable def shell (l : ℕ) : Finset (ℤ × Bool) := Icc (-(l : ℤ)) l ×ˢ univ

/-- The configurations of `n` electrons: sets of `n` distinct spin orbitals of the shell. -/
def configs (l n : ℕ) : Set (Finset (ℤ × Bool)) := {S | S ⊆ shell l ∧ S.card = n}

/-- Filling principle: if a one-electron quantity `f` is at least `t` on all occupied spin
orbitals and at most `t` on all empty ones, the configuration has the greatest total `f`
for its number of electrons. -/
theorem filling_isGreatest {l n : ℕ} (f : ℤ × Bool → ℚ) (t : ℚ) {A : Finset (ℤ × Bool)}
    (hA : A ∈ configs l n) (hocc : ∀ x ∈ A, t ≤ f x)
    (hemp : ∀ x ∈ shell l, x ∉ A → f x ≤ t) :
    IsGreatest ((fun S => ∑ x ∈ S, f x) '' configs l n) (∑ x ∈ A, f x) := by
  refine ⟨⟨A, hA, rfl⟩, ?_⟩
  rintro _ ⟨S, hS, rfl⟩
  -- electrons outside `A` contribute at most `t` each, those they replace at least `t`
  have h1 : ∑ x ∈ S \ A, f x ≤ (S \ A).card • t :=
    sum_le_card_nsmul _ _ _ fun x hx =>
      hemp x (hS.1 (mem_sdiff.1 hx).1) (mem_sdiff.1 hx).2
  have h2 : (A \ S).card • t ≤ ∑ x ∈ A \ S, f x :=
    card_nsmul_le_sum _ _ _ fun x hx => hocc x (mem_sdiff.1 hx).1
  have c1 := card_sdiff_add_card_inter S A
  have c2 := card_sdiff_add_card_inter A S
  have s1 := sum_inter_add_sum_diff S A f
  have s2 := sum_inter_add_sum_diff A S f
  rw [inter_comm A S] at c2 s2
  have hc : (S \ A).card = (A \ S).card := by
    have a1 := hS.2
    have a2 := hA.2
    omega
  rw [hc] at h1
  show ∑ x ∈ S, f x ≤ ∑ x ∈ A, f x
  linarith

end FillingIsGreatest
```

The compiler's answer:

```
Main.lean:30:13: error(lean.unknownIdentifier): Unknown identifier `sum_inter_add_sum_diff`
Main.lean:19:74: error: unsolved goals
l n : ℕ
f : ℤ × Bool → ℚ
t : ℚ
A : Finset (ℤ × Bool)
hA : A ∈ configs l n
hocc : ∀ x ∈ A, t ≤ f x
hemp : ∀ x ∈ shell l, x ∉ A → f x ≤ t
S : Finset (ℤ × Bool)
hS : S ∈ configs l n
h1 : ∑ x ∈ S \ A, f x ≤ #(S \ A) • t
h2 : #(A \ S) • t ≤ ∑ x ∈ A \ S, f x
c1 : #(S \ A) + #(S ∩ A) = #S
c2 : #(A \ S) + #(A ∩ S) = #A
⊢ (fun S => ∑ x ∈ S, f x) S ≤ ∑ x ∈ A, f x
```

Fix (accepted with no message):

```diff
@@ -28,6 +28,6 @@
   have c1 := card_sdiff_add_card_inter S A
   have c2 := card_sdiff_add_card_inter A S
-  have s1 := sum_inter_add_sum_diff S A f
-  have s2 := sum_inter_add_sum_diff A S f
+  have s1 := sum_inter_add_sum_sdiff S A f
+  have s2 := sum_inter_add_sum_sdiff A S f
   rw [inter_comm A S] at c2 s2
   have hc : (S \ A).card = (A \ S).card := by
```

What went wrong. The first message says that Lean knows no lemma called `sum_inter_add_sum_diff`. The namespace `Finset` is open, so the short form of a name is allowed, but the name itself is wrong: the lemma needed here is `sum_inter_add_sum_sdiff`, with `sdiff` for the set difference `\`. It splits the sum over one set into the sum over its intersection with another and the sum over what remains.

The second message is a consequence of the first. The proof stopped at `have s1`, so the goal it shows is the inequality still to be proved, with `c1` and `c2` in the context but neither `s1` nor `s2`. The line for `s2` uses the same wrong name, but was never reached and so drew no message of its own.

The diff corrects the name in both lines. This supplies the two sum decompositions that the final `linarith` combines with the bounds `h1` and `h2`, and the rest of the proof works unchanged.
